# Gradient descent on a symmetric double well leaves the symmetric point only if the start is distorted

To follow a point defect that can lower its energy by breaking symmetry, I reduce its relaxation to one number, the amplitude $x$ of the distortion, and let $x$ move by gradient descent with a fixed step. The energy is a double well with a local maximum at the symmetric structure, $x=0$. My supercell relaxation, started from the ideal atomic positions, ends at that maximum and reports converged forces. If the symmetric structure is unstable, why doesn't the relaxation find the lower one? And if I displace the atoms a little first, is it certain to get there, or can it jump past the minimum?

## No force at the maximum, steady approach from a small distortion

Take the energy and the update to be

$$E(x)=-\tfrac{a}{2}x^2+\tfrac{b}{4}x^4,\qquad x_{n+1}=x_n-h\,E'(x_n),$$

with $a,b>0$. Here $a$ is minus the curvature at the symmetric structure, so $a>0$ says that this structure is unstable, and $b$ describes the stiffening that stops the distortion. The number $h>0$ multiplies the force; it is neither Planck's constant nor a length.

In this model the relaxation started at $x=0$ stays there for ever, because the force is zero. If $h\le 1/(2a)$, every nonzero start with $|x_0|\le s=\sqrt{a/b}$ converges to the minimum on its own side, without passing it. The bound on $h$ is the inverse of the curvature at the minima, $E''(\pm s)=2a$.

### The distance to the minimum factorises

Since $E'(x)=-ax+bx^3$, one step takes $x$ to $x'=x+h(ax-bx^3)$. With $a=bs^2$, the remaining distance is

$$s-x'=(s-x)-hbx(s^2-x^2)=(s-x)\bigl[1-hbx(s+x)\bigr].$$

For $0<x\le s$ we have $0<hbx(s+x)\le 2hbs^2=2ah\le 1$, so the bracket lies in $[0,1)$. Hence $x\le x'\le s$, and by induction $x_0\le x_n\le s$ for a start $x_0$ in $(0,s]$. The bracket decreases as $x$ grows, so at every step it is at most its value at the start:

$$s-x_n\le q^n(s-x_0),\qquad q=1-hbx_0(s+x_0)\in[0,1).$$

The right side tends to zero, so $x_n\to s$. The update is odd in $x$, so negative starts in $[-s,0)$ go to $-s$.

Three further facts complete the picture.

- **Energy left behind.** Substituting $a=bs^2$ gives $E(x)-E(s)=\frac b4(x^2-s^2)^2$. At $x=0$ this is $a^2/(4b)$. In this one-coordinate model, a formation energy taken from the symmetric structure is too high by that amount.
- **Slow departure.** For $x>0$, $x'=(1+ah)x-hbx^3\le(1+ah)x$. If $h\le1/(2a)$ and $x_0$ lies in $(0,s]$, all iterates are positive, so $x_n\le(1+ah)^n x_0$. With $ah=0.1$ and $x_0=s/1000$, at least 66 steps are needed to reach $s/2$.
- **Overshoot.** If $h>1/(2a)$, put $c=1/(ah)<2$ and start at $x=ts$ with $t=(4+c)/6<1$. Then $t(1+t)=(t-1)^2+1+c/2>c$, so $ah\,t(1+t)>1$. The bracket is negative and the step lands beyond $s$. So for such $h$ it is no longer true that all starts in $(0,s)$ approach $s$ without overshoot. Convergence is a separate question, settled near $s$ by the slope $1-2ah$ of the update there (this is not part of the Lean code). If $h<1/a$, starts close enough to $s$ still converge to it; if $h>1/a$, the slope is below $-1$ and the minimum repels nearby iterates.

### What the Lean statements say

`energy a b` is $E$, and `descentStep` is defined with Lean's derivative `deriv` of that energy, so the cubic map is a theorem and not an assumption. `relax a b h x₀ n` is $x_n$, with `relax a b h x₀ 0` equal to $x_0$, and `well a b` is $s$. All quantities are real numbers without units.

The main theorem, `relaxation_needs_distortion`, assumes $a,b,h>0$ and $h\le1/(2a)$. It has three parts: all iterates from zero are zero; every start in $(0,s]$ gives a sequence tending to $s$; every start in $[-s,0)$ gives one tending to $-s$. `Tendsto … atTop (𝓝 …)` is the ordinary limit as $n\to\infty$. Starts with $|x_0|>s$ are left out.

`relax_rate` contains the bounds on the iterates and the geometric error estimate, `relax_le_growth` the limit on early growth, `energy_sub_well` the energy difference, and `overshoot_of_large_step` the existence of an overshooting start for each larger $h$.

The step from here to a real defect is the reduction of the supercell's energy surface, with its many coupled atomic coordinates, to a quartic in one amplitude. That reduction is assumed.

```lean
import Mathlib

open Filter Topology

namespace DefectSymmetryBreaking

noncomputable section

/-- Energy of a defect, a double well for `a, b > 0`, as a function of the amplitude `x` of a
symmetry-breaking distortion. -/
def energy (a b x : ℝ) : ℝ := -a * x ^ 2 / 2 + b * x ^ 4 / 4

/-- One gradient-descent step on `energy a b`: `x` moves by `h` times the force, the force being
minus the slope of the energy. -/
def descentStep (a b h x : ℝ) : ℝ := x - h * deriv (energy a b) x

/-- The distortion after `n` gradient-descent steps from the initial distortion `x₀`. -/
def relax (a b h x₀ : ℝ) : ℕ → ℝ
  | 0 => x₀
  | n + 1 => descentStep a b h (relax a b h x₀ n)

/-- The amplitude `√(a/b)` of the distorted structure, for `a, b > 0`. -/
def well (a b : ℝ) : ℝ := Real.sqrt (a / b)

/-- The slope of the double-well energy is `-a x + b x³`. -/
theorem hasDerivAt_energy (a b x : ℝ) :
    HasDerivAt (energy a b) (-a * x + b * x ^ 3) x := by
  have h2 : HasDerivAt (fun y : ℝ => y ^ 2) (2 * x) x := by
    simpa using hasDerivAt_pow 2 x
  have h4 : HasDerivAt (fun y : ℝ => y ^ 4) (4 * x ^ 3) x := by
    simpa using hasDerivAt_pow 4 x
  have e : energy a b = fun y => -a / 2 * y ^ 2 + b / 4 * y ^ 4 := by
    funext y
    unfold energy
    ring
  rw [e]
  exact ((h2.const_mul (-a / 2)).fun_add (h4.const_mul (b / 4))).congr_deriv (by ring)

/-- The gradient-descent step is the cubic map `x ↦ x + h (a x - b x³)`. -/
theorem descentStep_eq (a b h x : ℝ) :
    descentStep a b h x = x + h * (a * x - b * x ^ 3) := by
  unfold descentStep
  rw [(hasDerivAt_energy a b x).deriv]
  ring

/-- For `a, b > 0` the well amplitude `s` is positive and balances the two forces,
`b s² = a`. -/
theorem well_spec {a b : ℝ} (ha : 0 < a) (hb : 0 < b) :
    0 < well a b ∧ b * well a b ^ 2 = a := by
  unfold well
  refine ⟨Real.sqrt_pos.2 (div_pos ha hb), ?_⟩
  rw [Real.sq_sqrt (div_pos ha hb).le]
  exact mul_div_cancel₀ a hb.ne'

/-- For `a, b > 0` the energy at distortion `x`, measured from the energy at the well
amplitude `s`, is `(b/4) (x² - s²)²`. -/
theorem energy_sub_well {a b : ℝ} (ha : 0 < a) (hb : 0 < b) (x : ℝ) :
    energy a b x - energy a b (well a b) = b / 4 * (x ^ 2 - well a b ^ 2) ^ 2 := by
  have hs := (well_spec ha hb).2
  unfold energy
  linear_combination (x ^ 2 - well a b ^ 2) / 2 * hs

/-- For `a, b > 0` one step multiplies the distance to the well amplitude `s` by
`1 - h b x (s + x)`. -/
theorem well_sub_descentStep {a b : ℝ} (ha : 0 < a) (hb : 0 < b) (h x : ℝ) :
    well a b - descentStep a b h x =
      (well a b - x) * (1 - h * b * x * (well a b + x)) := by
  have hs := (well_spec ha hb).2
  rw [descentStep_eq]
  linear_combination h * x * hs

/-- Let `a, b > 0` and `0 < h ≤ 1/(2a)`. From a start `x₀` in `(0, s]`, with `s` the well
amplitude, the distortion stays between `x₀` and `s`, and its distance to `s` shrinks at
least geometrically with ratio `1 - h b x₀ (s + x₀)`, which lies in `[0, 1)`. -/
theorem relax_rate {a b h x₀ : ℝ} (ha : 0 < a) (hb : 0 < b) (hh : 0 < h)
    (hstep : h ≤ 1 / (2 * a)) (hx : 0 < x₀) (hxs : x₀ ≤ well a b) :
    (0 ≤ 1 - h * b * x₀ * (well a b + x₀) ∧ 1 - h * b * x₀ * (well a b + x₀) < 1) ∧
    ∀ n, x₀ ≤ relax a b h x₀ n ∧ relax a b h x₀ n ≤ well a b ∧
      well a b - relax a b h x₀ n ≤
        (1 - h * b * x₀ * (well a b + x₀)) ^ n * (well a b - x₀) := by
  obtain ⟨hs0, hs⟩ := well_spec ha hb
  -- the step bound keeps the contraction factor nonnegative on the whole interval
  have factor : ∀ y, 0 < y → y ≤ well a b → 0 ≤ 1 - h * b * y * (well a b + y) := by
    intro y hy hys
    have h1 : h * b * y * (well a b + y) ≤ h * b * well a b * (well a b + well a b) := by
      gcongr
    have h2 : h * b * well a b * (well a b + well a b) = h * (2 * a) := by
      linear_combination 2 * h * hs
    have h3 : h * (2 * a) ≤ 1 := (le_div_iff₀ (by positivity)).1 hstep
    linarith
  have hq := factor x₀ hx hxs
  have hpos : 0 < h * b * x₀ * (well a b + x₀) := by positivity
  refine ⟨⟨hq, by linarith⟩, fun n => ?_⟩
  induction n with
  | zero => exact ⟨le_refl x₀, hxs, by simp [relax]⟩
  | succ n ih =>
    have e : relax a b h x₀ (n + 1) = descentStep a b h (relax a b h x₀ n) := rfl
    rw [e]
    generalize relax a b h x₀ n = y at ih ⊢
    obtain ⟨lo, hi, gap⟩ := ih
    have hy : 0 < y := lt_of_lt_of_le hx lo
    have hd : 0 ≤ well a b - y := sub_nonneg.2 hi
    have key := well_sub_descentStep ha hb h y
    have hprod := mul_nonneg hd (factor y hy hi)
    -- the force points towards the well
    have hforce : 0 ≤ (well a b - y) * (h * b * y * (well a b + y)) :=
      mul_nonneg hd (by positivity)
    refine ⟨by linarith, by linarith, ?_⟩
    have hmono : h * b * x₀ * (well a b + x₀) ≤ h * b * y * (well a b + y) := by
      gcongr
    calc well a b - descentStep a b h y
        = (well a b - y) * (1 - h * b * y * (well a b + y)) := key
      _ ≤ (well a b - y) * (1 - h * b * x₀ * (well a b + x₀)) :=
          mul_le_mul_of_nonneg_left (by linarith) hd
      _ ≤ ((1 - h * b * x₀ * (well a b + x₀)) ^ n * (well a b - x₀)) *
            (1 - h * b * x₀ * (well a b + x₀)) :=
          mul_le_mul_of_nonneg_right gap hq
      _ = (1 - h * b * x₀ * (well a b + x₀)) ^ (n + 1) * (well a b - x₀) := by ring

/-- Let `a, b > 0` and `0 < h ≤ 1/(2a)`. From a start `x₀` in `(0, s]`, with `s` the well amplitude,
the distortion after `n` steps is at most `(1 + a h)^n x₀`. -/
theorem relax_le_growth {a b h x₀ : ℝ} (ha : 0 < a) (hb : 0 < b) (hh : 0 < h)
    (hstep : h ≤ 1 / (2 * a)) (hx : 0 < x₀) (hxs : x₀ ≤ well a b) (n : ℕ) :
    relax a b h x₀ n ≤ (1 + a * h) ^ n * x₀ := by
  induction n with
  | zero => simp [relax]
  | succ n ih =>
    have hy : 0 < relax a b h x₀ n :=
      lt_of_lt_of_le hx ((relax_rate ha hb hh hstep hx hxs).2 n).1
    have e : relax a b h x₀ (n + 1) = descentStep a b h (relax a b h x₀ n) := rfl
    rw [e, descentStep_eq]
    generalize relax a b h x₀ n = y at ih hy ⊢
    have hcubic : 0 ≤ h * b * y ^ 3 := by positivity
    calc y + h * (a * y - b * y ^ 3) ≤ (1 + a * h) * y := by linarith
      _ ≤ (1 + a * h) * ((1 + a * h) ^ n * x₀) :=
          mul_le_mul_of_nonneg_left ih (by positivity)
      _ = (1 + a * h) ^ (n + 1) * x₀ := by ring

/-- Let `a, b > 0` and `0 < h ≤ 1/(2a)`. Gradient descent started at the symmetric structure
stays there, while from any nonzero distortion of size at most `√(a/b)` it converges to
`√(a/b)` or `-√(a/b)`, according to the sign of the initial distortion. -/
theorem relaxation_needs_distortion {a b h : ℝ} (ha : 0 < a) (hb : 0 < b) (hh : 0 < h)
    (hstep : h ≤ 1 / (2 * a)) :
    (∀ n, relax a b h 0 n = 0) ∧
    (∀ x₀, 0 < x₀ → x₀ ≤ well a b →
      Tendsto (relax a b h x₀) atTop (𝓝 (well a b))) ∧
    (∀ x₀, x₀ < 0 → -well a b ≤ x₀ →
      Tendsto (relax a b h x₀) atTop (𝓝 (-well a b))) := by
  -- the energy is even, so mirrored starts have mirrored trajectories
  have odd : ∀ x n, relax a b h (-x) n = -relax a b h x n := by
    intro x n
    induction n with
    | zero => rfl
    | succ n ih =>
      change descentStep a b h (relax a b h (-x) n) = -descentStep a b h (relax a b h x n)
      rw [ih, descentStep_eq, descentStep_eq]
      ring
  have right : ∀ x₀, 0 < x₀ → x₀ ≤ well a b →
      Tendsto (relax a b h x₀) atTop (𝓝 (well a b)) := by
    intro x₀ hx hxs
    obtain ⟨⟨hq0, hq1⟩, hr⟩ := relax_rate ha hb hh hstep hx hxs
    have hlow := ((tendsto_pow_atTop_nhds_zero_of_lt_one hq0 hq1).mul_const
      (well a b - x₀)).const_sub (well a b)
    rw [zero_mul, sub_zero] at hlow
    exact tendsto_of_tendsto_of_tendsto_of_le_of_le hlow tendsto_const_nhds
      (fun n => by have := (hr n).2.2; dsimp only; linarith) (fun n => (hr n).2.1)
  refine ⟨fun n => ?_, right, fun x₀ hx hxs => ?_⟩
  · have h0 := odd 0 n
    rw [neg_zero] at h0
    linarith
  · have e : relax a b h x₀ = fun n => -relax a b h (-x₀) n := by
      funext n
      rw [odd, neg_neg]
    rw [e]
    exact (right (-x₀) (by linarith) (by linarith)).neg

/-- For `a, b > 0` and any force multiplier `h > 1/(2a)`, some start between zero and the well
amplitude overshoots the well amplitude in a single step. -/
theorem overshoot_of_large_step {a b h : ℝ} (ha : 0 < a) (hb : 0 < b)
    (hstep : 1 / (2 * a) < h) :
    ∃ x, 0 < x ∧ x < well a b ∧ well a b < descentStep a b h x := by
  obtain ⟨hs0, hs⟩ := well_spec ha hb
  have hh : 0 < h := lt_trans (by positivity) hstep
  have h1 : 1 < h * (2 * a) := (div_lt_iff₀ (by positivity)).1 hstep
  have hah : 0 < a * h := mul_pos ha hh
  obtain ⟨c, hcdef⟩ : ∃ c, c = 1 / (a * h) := ⟨_, rfl⟩
  have hc0 : 0 < c := by rw [hcdef]; positivity
  have hc : a * h * c = 1 := by rw [hcdef]; exact mul_one_div_cancel hah.ne'
  have hc2 : c < 2 := by
    rw [hcdef, div_lt_iff₀ hah]
    linarith
  -- a start at the fraction t of the well amplitude, close enough to 1
  obtain ⟨t, ht⟩ : ∃ t, t = (4 + c) / 6 := ⟨_, rfl⟩
  have ht0 : 0 < t := by linarith
  have ht1 : t < 1 := by linarith
  have hlt : t * well a b < well a b := by
    have := mul_pos (sub_pos.2 ht1) hs0
    linarith
  refine ⟨t * well a b, mul_pos ht0 hs0, hlt, ?_⟩
  have k1 : h * b * (t * well a b) * (well a b + t * well a b) =
      a * h * (t * (1 + t)) := by
    linear_combination h * t * (1 + t) * hs
  have k2 : a * h * (t * (1 + t)) = a * h * (t - 1) ^ 2 + a * h + 1 / 2 := by
    linear_combination 3 * a * h * ht + hc / 2
  have k3 : 0 ≤ a * h * (t - 1) ^ 2 := by positivity
  have key := well_sub_descentStep ha hb h (t * well a b)
  have hneg := mul_neg_of_pos_of_neg (sub_pos.2 hlt)
    (show 1 - h * b * (t * well a b) * (well a b + t * well a b) < 0 by
      rw [k1, k2]
      linarith)
  linarith

end

end DefectSymmetryBreaking
```

```lean
#print axioms DefectSymmetryBreaking.energy_sub_well
#print axioms DefectSymmetryBreaking.relax_le_growth
#print axioms DefectSymmetryBreaking.relaxation_needs_distortion
#print axioms DefectSymmetryBreaking.overshoot_of_large_step
```

```
'DefectSymmetryBreaking.energy_sub_well' depends on axioms: [propext, Classical.choice, Quot.sound]
'DefectSymmetryBreaking.relax_le_growth' depends on axioms: [propext, Classical.choice, Quot.sound]
'DefectSymmetryBreaking.relaxation_needs_distortion' depends on axioms: [propext, Classical.choice, Quot.sound]
'DefectSymmetryBreaking.overshoot_of_large_step' depends on axioms: [propext, Classical.choice, Quot.sound]
```

### From the algebra to the Lean proof

`hasDerivAt_energy` differentiates the two powers and combines them, and `descentStep_eq` inserts the result into the update. `well_spec` supplies $s>0$ and $bs^2=a$. The factorisation is `well_sub_descentStep`: its `linear_combination h * x * hs` adds $hx$ times the identity $bs^2=a$, which is the substitution made above.

In `relax_rate`, the local statement `factor` is the estimate $hbx(s+x)\le2ah\le1$. The induction then replaces the current iterate by a letter `y`. The product `hprod` says that $s-x'\ge0$, so there is no overshoot; `hforce` says that the step does not lead back towards zero. `hmono` compares the bracket at `y` with the one at `x₀`, and the `calc` chain multiplies the earlier error bound by one more factor $q$.

`relax_le_growth` is also an induction. It uses the positivity of the iterates from `relax_rate` and discards the cubic term.

In `relaxation_needs_distortion`, `odd` shows by induction that mirrored starts have mirrored trajectories. Applied at zero, it gives $x_n=-x_n$, hence $x_n=0$. For positive starts, `right` squeezes $x_n$ between $s-q^n(s-x_0)$ and $s$; negative starts are reflected to positive ones.

For the overshoot, `k1` rewrites $hbx(s+x)$ at $x=ts$ as $ah\,t(1+t)$, and `k2` rewrites this as $ah(t-1)^2+ah+\frac12$. Since $ah>\frac12$, the sum exceeds 1, and the factorisation gives $x'>s$.

### The same step in a supercell relaxation

In a steepest-descent relaxation, the code computes the force on each atom and moves the atom by $h$ times that force. If the atoms start at symmetric positions and the electron density keeps the same symmetry at every step, the forces have no component along the symmetry-breaking distortion. The other coordinates may relax, but apart from numerical errors, such as rounding or a grid that lacks the symmetry, this one stays at zero. If those errors do not grow large first, a run that converges ends with small forces at a symmetric structure, even if the energy falls along the distortion and this structure is only a saddle point.

Take, as invented numbers, $a=4\ \mathrm{eV/Å^2}$ and $b=100\ \mathrm{eV/Å^4}$. The minima lie at $\pm0.2$ Å, the symmetric structure is $0.04$ eV too high, and the step bound is $h\le0.125\ \mathrm{Å^2/eV}$. From $x_0=0.01$ Å the force is $0.0399$ eV/Å, and a step with $h=0.1\ \mathrm{Å^2/eV}$ moves the amplitude to about $0.014$ Å.

A start at $0.002$ Å feels only about $0.008$ eV/Å. A relaxation that stops once forces fall below $0.01$ eV/Å would end there at once, although continued iteration would reach the minimum. In this one-coordinate model, a small initial displacement therefore has to produce a force above the stopping threshold. In a supercell, it is safest to choose a displacement with a clear component along the unstable distortion, and any symmetry constraint that would remove that component must be switched off.
